# The joint energy–force kernel matrix of a differentiable feature map is a positive semidefinite Gram matrix

## One energy and one force in one dimension

Take a single coordinate $q\in\mathbb R$, the feature map $\varphi(q)=(q,q^2)\in\mathbb R^2$, and its kernel $k(p,q)=\langle\varphi(p),\varphi(q)\rangle=pq+p^2q^2$. A linear model with weight vector $w\in\mathbb R^2$ has energy $E(q)=\langle w,\varphi(q)\rangle$ and force $-E'(q)=\langle w,-\varphi'(q)\rangle$. An energy observed at a point $x$ probes $w$ along $\psi_E=(x,x^2)$, and a force observed at a point $y$ probes it along $\psi_F=-(1,2y)$. The Gram matrix of these two vectors is

$$G=\begin{pmatrix} x^2+x^4 & -(x+2x^2y)\\ -(x+2x^2y) & 1+4y^2\end{pmatrix}.$$

Each entry can also be obtained from $k$ without looking at $\varphi$: the corner is $k(x,x)$, the off-diagonal entry is $-\partial_q k(x,q)$ at $q=y$, and the last is $\partial_p\partial_q k=1+4pq$ at $p=q=y$. The determinant is $x^2(2y-x)^2\ge0$, and it vanishes exactly when $\psi_E$ and $\psi_F$ are linearly dependent. At $x=y=1$ the matrix has rows $(2,-3)$ and $(-3,5)$ and determinant $1$.

## The identity $K=G$

Configurations lie in a real normed space $V$ (for $N$ atoms, $V=\mathbb R^{3N}$), features in a real inner-product space $H$, and $\varphi:V\to H$ defines $k(p,q)=\langle\varphi(p),\varphi(q)\rangle$. Energies are observed at configurations $x_i$, and force components at configurations $y_j$ along directions $v_j$. With $\partial_v f(y)=\frac{d}{dt}f(y+tv)\big|_{t=0}$ for a scalar function $f$ on $V$, the observations and the joint features are

$$L_i f=f(x_i),\quad L_j f=-\partial_{v_j}f(y_j),\qquad \psi_i=\varphi(x_i),\quad \psi_j=-D\varphi(y_j)v_j ,$$

where $D\varphi(y)$ is the derivative of $\varphi$ at $y$. The letters $a,b$ run over both kinds of index. The Gram matrix is $G_{ab}=\langle\psi_a,\psi_b\rangle$. The kernel matrix $K_{ab}$ is formed from $k$ alone, by applying $L_b$ to the second argument and then $L_a$ to the first. If $\varphi$ is differentiable at every $y_j$, then $K=G$, and for finitely many observations and any real coefficients $c_a$,

$$c^{\mathsf T}Kc=\Big\|\sum_a c_a\psi_a\Big\|^2\ge0 .$$

## Assembling and factorising the training matrix

Full kernel fits of interatomic potentials to electronic-structure energies and forces, with one basis function per observation, solve a linear system in this matrix (sparse fits with a smaller basis solve a different system, which is not treated here), and the result applies to them when the training set is finite and the kernel comes from an explicit feature map differentiable at the force configurations. A code fills four blocks, with $i'$ a second energy index and $l$ a second force index: $k(x_i,x_{i'})$, then $-\partial_{v_j}k(x_i,\cdot)$ and $-\partial_{v_j}k(\cdot,x_i)$ at $y_j$, and the mixed second derivative along $v_j$ and $v_l$ at $(y_j,y_l)$ with a plus sign. A Cartesian force component on one atom is the case where $v_j$ is a basis vector of $\mathbb R^{3N}$, and the components of one structure appear as several indices $j$ with the same $y_j$.

The code then adds a number $\sigma_a>0$ to each diagonal entry and solves $(K+\operatorname{diag}\sigma)\,c=\tau$ for the vector $\tau$ of reference energies and forces. The number $\sigma_a$ sets how large a mismatch with reference value $a$ is tolerated. It is added unsquared, so it plays the part of a variance, and it may differ between energies and forces, which carry different units. Solving through a Cholesky factorisation with an invertible triangular factor needs $K+\operatorname{diag}\sigma$ to be positive definite, which is one of the theorems below. The fitted energy is $E_c(p)=\sum_b c_b\,L_b k(p,\cdot)$, and its energies and forces on the training set are $Kc$, so the residual of observation $a$ is $\sigma_a c_a$.

Without the diagonal term the matrix is often singular. If $\varphi$ does not change under rigid translation, the force features of all atoms of one structure along one axis add up to zero, and $K$ is singular whenever the training set contains all of these components.

## From the chain rule to the squared norm

1. For $w\in H$ let $f_w(q)=\langle w,\varphi(q)\rangle$. Differentiability at $y$ gives $\varphi(y+tv)=\varphi(y)+t\,D\varphi(y)v+r(t)$ with $\|r(t)\|/|t|\to0$. Since $|\langle w,r(t)\rangle|\le\|w\|\,\|r(t)\|$, dividing by $t$ and letting $t\to0$ gives $\partial_v f_w(y)=\langle w,D\varphi(y)v\rangle$.
2. Hence $L_i f_w=\langle w,\varphi(x_i)\rangle$ and $L_j f_w=-\langle w,D\varphi(y_j)v_j\rangle$, which is $L_b f_w=\langle w,\psi_b\rangle$ for every $b$.
3. The function $k(x_i,\cdot)$ is $f_w$ with $w=\varphi(x_i)$, so its derivative at $y_j$ along $v_j$ is $\langle\varphi(x_i),D\varphi(y_j)v_j\rangle=-G_{ij}$. By symmetry of the inner product the derivative of $k(\cdot,x_i)$ is $-G_{ji}$. For two forces, the derivative of $k(p,\cdot)$ at $y_l$ along $v_l$ is $\langle D\varphi(y_l)v_l,\varphi(p)\rangle$, again of the form $f_w(p)$. Its derivative at $y_j$ along $v_j$ is $\langle D\varphi(y_l)v_l,D\varphi(y_j)v_j\rangle=G_{jl}$, the two minus signs having cancelled. Only first derivatives of $\varphi$ enter.
4. In general $L_b k(p,\cdot)=\langle\varphi(p),\psi_b\rangle=f_{\psi_b}(p)$ by step 2, and step 2 once more gives $K_{ab}=L_a f_{\psi_b}=\langle\psi_b,\psi_a\rangle=G_{ab}$.
5. By bilinearity $\sum_{a,b}c_a c_b\langle\psi_a,\psi_b\rangle=\|\sum_a c_a\psi_a\|^2$, and $G$ is symmetric, so $K$ is positive semidefinite. The form vanishes exactly when $\sum_a c_a\psi_a=0$, so $K$ is positive definite if and only if the $\psi_a$ are linearly independent. With the diagonal term the form is at least $\sum_a\sigma_a c_a^2$, which is positive for $c\ne0$.
6. By step 4, $E_c=f_w$ with $w=\sum_b c_b\psi_b$, so $L_aE_c=\sum_b c_b\langle\psi_b,\psi_a\rangle=(Kc)_a$.

## The Lean file

```lean
import Mathlib

open Matrix
open scoped InnerProductSpace

namespace KernelForceLearning

noncomputable section

variable {V H ι κ : Type*} [NormedAddCommGroup V] [NormedSpace ℝ V]
  [NormedAddCommGroup H] [InnerProductSpace ℝ H]

/-- Training geometry: configurations `x i` where energies are observed, and configurations
`y j` with directions `v j` along which force components are observed. -/
structure TrainingSet (V ι κ : Type*) where
  x : ι → V
  y : κ → V
  v : κ → V

/-- The kernel `k(p, q) = ⟨φ(p), φ(q)⟩` of a feature map `φ`. -/
def kernel (φ : V → H) (p q : V) : ℝ := ⟪φ p, φ q⟫_ℝ

/-- The observations of an energy function `f`: its values at the `x i`, and minus its
directional derivatives at the `y j` along the `v j`. -/
def observe (T : TrainingSet V ι κ) (f : V → ℝ) : ι ⊕ κ → ℝ :=
  Sum.elim (fun i => f (T.x i)) (fun j => -lineDeriv ℝ f (T.y j) (T.v j))

/-- The joint features: energy features `φ(x i)` and force features `-Dφ(y j) v j`. -/
def feature (φ : V → H) (T : TrainingSet V ι κ) : ι ⊕ κ → H :=
  Sum.elim (fun i => φ (T.x i)) (fun j => -(fderiv ℝ φ (T.y j) (T.v j)))

/-- The Gram matrix of the joint energy and force features. -/
def jointGram (φ : V → H) (T : TrainingSet V ι κ) : Matrix (ι ⊕ κ) (ι ⊕ κ) ℝ :=
  Matrix.of fun a b => ⟪feature φ T a, feature φ T b⟫_ℝ

/-- The energy-force kernel matrix built from `k` alone: observation `b` is applied to the
second argument of `k`, then observation `a` to the first. -/
def kernelMatrix (k : V → V → ℝ) (T : TrainingSet V ι κ) : Matrix (ι ⊕ κ) (ι ⊕ κ) ℝ :=
  Matrix.of fun a b => observe T (fun p => observe T (k p) b) a

/-- The kernel model energy at `p`: the sum over training observations `b` of `c b` times
observation `b` applied to `k(p, ·)`. -/
def model [Fintype ι] [Fintype κ] (k : V → V → ℝ) (T : TrainingSet V ι κ)
    (c : ι ⊕ κ → ℝ) (p : V) : ℝ :=
  ∑ b, c b * observe T (k p) b

/-- For `φ` differentiable at `y`, the energy `q ↦ ⟨w, φ(q)⟩` has directional derivative `⟨w, Dφ(y)
v⟩` at `y` along `v`. -/
theorem hasLineDerivAt_linear {φ : V → H} {y : V} (h : DifferentiableAt ℝ φ y) (w : H)
    (v : V) :
    HasLineDerivAt ℝ (fun q => ⟪w, φ q⟫_ℝ) ⟪w, fderiv ℝ φ y v⟫_ℝ y v := by
  -- chain rule with the continuous linear functional ⟨w, ·⟩
  have h1 := ((innerSL ℝ w).hasFDerivAt.comp y h.hasFDerivAt).hasLineDerivAt v
  exact h1

/-- For `φ` differentiable at every `y j`, each energy or force observation of `q ↦ ⟨w, φ(q)⟩` is
the inner product of `w` with the corresponding joint feature. -/
theorem observe_linear {φ : V → H} {T : TrainingSet V ι κ}
    (h : ∀ j, DifferentiableAt ℝ φ (T.y j)) (w : H) (b : ι ⊕ κ) :
    observe T (fun q => ⟪w, φ q⟫_ℝ) b = ⟪w, feature φ T b⟫_ℝ := by
  cases b with
  | inl i => rfl
  | inr j =>
    simp only [observe, feature, Sum.elim_inr, inner_neg_right]
    rw [(hasLineDerivAt_linear (h j) w (T.v j)).lineDeriv]

/-- For `φ` differentiable at `y j`, the energy-force and force-energy entries of the joint Gram
matrix are minus the directional derivatives of the kernel in its second and first argument. -/
theorem mixed_entries {φ : V → H} (T : TrainingSet V ι κ) (i : ι) (j : κ)
    (h : DifferentiableAt ℝ φ (T.y j)) :
    HasLineDerivAt ℝ (fun q => kernel φ (T.x i) q)
        (-jointGram φ T (Sum.inl i) (Sum.inr j)) (T.y j) (T.v j) ∧
      HasLineDerivAt ℝ (fun p => kernel φ p (T.x i))
        (-jointGram φ T (Sum.inr j) (Sum.inl i)) (T.y j) (T.v j) := by
  have h1 := hasLineDerivAt_linear h (φ (T.x i)) (T.v j)
  simp only [jointGram, feature, kernel, of_apply, Sum.elim_inl, Sum.elim_inr,
    inner_neg_left, inner_neg_right, neg_neg]
  refine ⟨h1, ?_⟩
  have e : (fun p => ⟪φ p, φ (T.x i)⟫_ℝ) = fun p => ⟪φ (T.x i), φ p⟫_ℝ :=
    funext fun p => real_inner_comm _ _
  rw [e, real_inner_comm (φ (T.x i))]
  exact h1

/-- For `φ` differentiable at `y j` and `y l`, the force-force entry of the joint Gram matrix is the
iterated directional derivative of the kernel: along `v l` at `y l` in the second argument, then
along `v j` at `y j` in the first. -/
theorem force_force_entry {φ : V → H} (T : TrainingSet V ι κ) (j l : κ)
    (hj : DifferentiableAt ℝ φ (T.y j)) (hl : DifferentiableAt ℝ φ (T.y l)) :
    HasLineDerivAt ℝ (fun p => lineDeriv ℝ (kernel φ p) (T.y l) (T.v l))
      (jointGram φ T (Sum.inr j) (Sum.inr l)) (T.y j) (T.v j) := by
  have e : (fun p => lineDeriv ℝ (kernel φ p) (T.y l) (T.v l))
      = fun p => ⟪fderiv ℝ φ (T.y l) (T.v l), φ p⟫_ℝ := by
    funext p
    exact (hasLineDerivAt_linear hl (φ p) (T.v l)).lineDeriv.trans (real_inner_comm _ _)
  rw [e]
  simp only [jointGram, feature, of_apply, Sum.elim_inr, inner_neg_left, inner_neg_right,
    neg_neg]
  rw [real_inner_comm (fderiv ℝ φ (T.y l) (T.v l))]
  exact hasLineDerivAt_linear hj _ _

/-- For `φ` differentiable at every `y j`, the matrix of kernel values and kernel derivatives equals
the Gram matrix of the joint features. -/
theorem kernelMatrix_eq_jointGram {φ : V → H} {T : TrainingSet V ι κ}
    (h : ∀ j, DifferentiableAt ℝ φ (T.y j)) :
    kernelMatrix (kernel φ) T = jointGram φ T := by
  ext a b
  -- observe the second argument, then the first
  have e : (fun p => observe T (kernel φ p) b) = fun p => ⟪feature φ T b, φ p⟫_ℝ := by
    funext p
    exact (observe_linear h (φ p) b).trans (real_inner_comm _ _)
  simp only [kernelMatrix, jointGram, of_apply]
  rw [e, observe_linear h, real_inner_comm]

variable [Fintype ι] [Fintype κ]

/-- The quadratic form of the joint Gram matrix is the squared norm of the corresponding
combination of joint features. -/
theorem quadratic_form (φ : V → H) (T : TrainingSet V ι κ) (c : ι ⊕ κ → ℝ) :
    c ⬝ᵥ jointGram φ T *ᵥ c = ‖∑ a, c a • feature φ T a‖ ^ 2 := by
  rw [← real_inner_self_eq_norm_sq, sum_inner]
  simp only [dotProduct, mulVec, jointGram, of_apply]
  refine Finset.sum_congr rfl fun a _ => ?_
  rw [real_inner_smul_left, inner_sum]
  congr 1
  refine Finset.sum_congr rfl fun b _ => ?_
  rw [real_inner_smul_right, mul_comm]

/-- For `φ` differentiable at the force configurations, the matrix of kernel values and kernel
derivatives is the joint Gram matrix of energy and force features and is positive
semidefinite. -/
theorem kernelMatrix_posSemidef {φ : V → H} {T : TrainingSet V ι κ}
    (h : ∀ j, DifferentiableAt ℝ φ (T.y j)) :
    kernelMatrix (kernel φ) T = jointGram φ T ∧ (kernelMatrix (kernel φ) T).PosSemidef := by
  refine ⟨kernelMatrix_eq_jointGram h, ?_⟩
  rw [kernelMatrix_eq_jointGram h]
  refine Matrix.posSemidef_iff_dotProduct_mulVec.2 ⟨?_, ?_⟩
  · ext a b
    simp only [conjTranspose_apply, star_trivial, jointGram, of_apply]
    exact real_inner_comm _ _
  · intro c
    rw [star_trivial, quadratic_form]
    positivity

/-- For `φ` differentiable at every `y j`, the energy-force kernel matrix is positive definite
exactly when the joint features are linearly independent. -/
theorem kernelMatrix_posDef_iff {φ : V → H} {T : TrainingSet V ι κ}
    (h : ∀ j, DifferentiableAt ℝ φ (T.y j)) :
    (kernelMatrix (kernel φ) T).PosDef ↔ LinearIndependent ℝ (feature φ T) := by
  have hs := (kernelMatrix_posSemidef h).2.isHermitian
  rw [kernelMatrix_eq_jointGram h] at hs ⊢
  rw [Fintype.linearIndependent_iff]
  constructor
  · intro hp c hc a
    by_contra hne
    have hc0 : c ≠ 0 := fun h0 => hne (by rw [h0]; rfl)
    have hpos := hp.dotProduct_mulVec_pos hc0
    rw [star_trivial, quadratic_form, hc] at hpos
    simp at hpos
  · intro hl
    refine Matrix.posDef_iff_dotProduct_mulVec.2 ⟨hs, ?_⟩
    intro c hc
    rw [star_trivial, quadratic_form]
    have hne : ∑ a, c a • feature φ T a ≠ 0 := fun h0 => hc (funext (hl c h0))
    exact pow_pos (norm_pos_iff.2 hne) 2

/-- For `φ` differentiable at every `y j`, adding a positive number `σ a` to each diagonal entry
makes the energy-force kernel matrix positive definite. -/
theorem regularised_posDef [DecidableEq ι] [DecidableEq κ] {φ : V → H}
    {T : TrainingSet V ι κ} (h : ∀ j, DifferentiableAt ℝ φ (T.y j))
    (σ : ι ⊕ κ → ℝ) (hσ : ∀ a, 0 < σ a) :
    (kernelMatrix (kernel φ) T + diagonal σ).PosDef := by
  have hd : (diagonal σ).PosDef := Matrix.PosDef.diagonal hσ
  exact Matrix.PosDef.posSemidef_add (kernelMatrix_posSemidef h).2 hd

/-- For `φ` differentiable at every `y j`, the energies and force components of the kernel model on
the training set are the kernel matrix applied to the coefficient vector. -/
theorem observe_model {φ : V → H} {T : TrainingSet V ι κ}
    (h : ∀ j, DifferentiableAt ℝ φ (T.y j)) (c : ι ⊕ κ → ℝ) :
    observe T (model (kernel φ) T c) = kernelMatrix (kernel φ) T *ᵥ c := by
  -- the model is linear in φ with weight vector ∑ c b • ψ b
  have e : model (kernel φ) T c = fun p => ⟪∑ b, c b • feature φ T b, φ p⟫_ℝ := by
    funext p
    rw [model, sum_inner]
    refine Finset.sum_congr rfl fun b _ => ?_
    rw [real_inner_smul_left]
    congr 1
    exact (observe_linear h (φ p) b).trans (real_inner_comm _ _)
  funext a
  rw [e, observe_linear h, kernelMatrix_eq_jointGram h, sum_inner]
  simp only [dotProduct, mulVec, jointGram, of_apply]
  refine Finset.sum_congr rfl fun b _ => ?_
  rw [real_inner_smul_left, mul_comm, real_inner_comm]

end

end KernelForceLearning
```

```lean
#print axioms KernelForceLearning.kernelMatrix_posSemidef
#print axioms KernelForceLearning.kernelMatrix_posDef_iff
#print axioms KernelForceLearning.regularised_posDef
#print axioms KernelForceLearning.observe_model
```

```
'KernelForceLearning.kernelMatrix_posSemidef' depends on axioms: [propext, Classical.choice, Quot.sound]
'KernelForceLearning.kernelMatrix_posDef_iff' depends on axioms: [propext, Classical.choice, Quot.sound]
'KernelForceLearning.regularised_posDef' depends on axioms: [propext, Classical.choice, Quot.sound]
'KernelForceLearning.observe_model' depends on axioms: [propext, Classical.choice, Quot.sound]
```

## The Lean objects and the physics

A `TrainingSet V ι κ` holds `x`, `y` and `v`, with `ι` indexing energies and `κ` forces. The joint index type is `ι ⊕ κ`, in which `Sum.inl i` is an energy row and `Sum.inr j` a force row. The definitions `kernel`, `observe`, `feature`, `jointGram`, `kernelMatrix` and `model` are $k$, the family $L_a$, the family $\psi_a$, $G$, $K$ and $E_c$. In `observe` the directional derivative is `lineDeriv`, a derivative along one line, while in `feature` the map $D\varphi(y_j)$ is `fderiv`, the Fréchet derivative. The minus sign in both fixes the convention that the data are forces and not gradients. The directions are not normalised: row $j$ describes the force component along $v_j/\|v_j\|$ multiplied by $\|v_j\|$, and $v_j=0$ gives a zero row.

The one analytic hypothesis is `DifferentiableAt ℝ φ (T.y j)`. Physically it says that the features, and so every energy linear in them, respond linearly to small displacements at the structures where forces are used. Nothing is asked of $\varphi$ at the energy configurations. The space $H$ may be infinite-dimensional and need not be complete. An empty `κ` gives an energy-only fit, for which the hypothesis is vacuous, and an empty `ι` gives a force-only fit.

The theorem `mixed_entries` says that $k(x_i,\cdot)$ and $k(\cdot,x_i)$ have directional derivatives at $y_j$ along $v_j$, equal to $-G_{ij}$ and $-G_{ji}$. The theorem `force_force_entry` says that the function $p\mapsto\partial_{v_l}k(p,\cdot)(y_l)$ has directional derivative $G_{jl}$ at $y_j$ along $v_j$. These two and `kernelMatrix_eq_jointGram` hold for arbitrary index types. For finite ones, `kernelMatrix_posSemidef` gives $K=G$ together with `PosSemidef`, which in Mathlib includes symmetry. The theorems `kernelMatrix_posDef_iff` and `regularised_posDef` are the two definiteness statements of step 5, and `observe_model` is step 6.

## The lemmas against the six steps

`hasLineDerivAt_linear` is step 1. It composes the continuous linear functional `innerSL ℝ w` with the derivative of $\varphi$ and restricts the result to the line along `v`, so the remainder estimate is contained in Mathlib's chain rule. `observe_linear` is step 2, split by `cases b`: the energy case holds by definition, and the force case moves the sign out with `inner_neg_right` and inserts step 1.

`mixed_entries` uses step 1 with $w=\varphi(x_i)$ and obtains the second claim from the first by `real_inner_comm`. In `force_force_entry`, the equation `e` identifies the inner derivative, as a function of `p`, with $f_w$ for $w=D\varphi(y_l)v_l$, and step 1 then applies at $y_j$. `kernelMatrix_eq_jointGram` has the same shape with `observe_linear` used twice, as in step 4.

`quadratic_form` expands the squared norm with `sum_inner` and `inner_sum` and matches it term by term to `c ⬝ᵥ jointGram φ T *ᵥ c`. The semidefiniteness proof checks symmetry entrywise and closes the inequality with `positivity`. In `kernelMatrix_posDef_iff`, a nontrivial vanishing combination would make a strictly positive form equal to zero, and conversely independence makes the norm nonzero. `regularised_posDef` adds a positive definite diagonal matrix to a semidefinite one through `Matrix.PosDef.posSemidef_add`. In `observe_model`, the equation `e` rewrites the model as $f_w$ with $w=\sum_b c_b\psi_b$.

## Wrong arguments and wrong signs

The force–force entry takes one derivative in each argument of $k$, also on the diagonal where both arguments equal $y_j$. A code that differentiates twice in the same argument gets $\partial_q^2k=2p^2$ in the opening example, so at $x=y=1$ the entry $5$ becomes $2$ and the determinant becomes $-5$. For a kernel $k(p,q)=g(p-q)$ in one dimension the correct entry is $-g''$, and the same slip returns $+g''$.

Losing the minus sign in both mixed blocks is harder to see. The result is the Gram matrix of energy and gradient features, which is still symmetric and semidefinite, so the factorisation succeeds while the force targets are treated as gradients. Comparing $K_{ij}$ with $-[k(x_i,y_j+\epsilon v_j)-k(x_i,y_j-\epsilon v_j)]/2\epsilon$ for a small step $\epsilon$ tests the sign, provided the entry is not zero. When $\|\varphi\|$ is constant, as it is for $k(p,q)=g(p-q)$, the entry vanishes for $x_i=y_j$, so the test has to be made on a pair of different structures with a nonzero entry.

The formal analogue is to prove only that `jointGram` is semidefinite. The theorem `quadratic_form` has no differentiability hypothesis, and `fderiv` and `lineDeriv` return zero where no derivative exists, so such a statement would say nothing about derivatives of $k$. The link is made by $K=G$ and by stating the entries with `HasLineDerivAt`, which requires the outer derivative to exist.

## Exact arithmetic, a given feature map, training points only

The theorems start from $\varphi$. For a kernel given by a formula, such as a squared exponential of descriptors, the existence of a feature map differentiable at the $y_j$ has to be supplied separately, and a kink in a cutoff function at a training geometry can violate the hypothesis. All configurations share one space $V$, so structures with different numbers of atoms are covered only after being placed in a common $V$. The arithmetic is exact: no condition number and no eigenvalue bound for $K+\operatorname{diag}\sigma$ is stated, and a floating-point factorisation can fail for small $\sigma_a$ although the exact matrix is positive definite. The theorem `observe_model` concerns the training observations and says nothing about accuracy at other configurations. No probability model is defined, so reading $K$ as a covariance is an interpretation. The worked $2\times2$ numbers and the comments on residuals, translation invariance, Cholesky factorisation and sign errors are ordinary reasoning that the file does not contain.
